# Under a harmonic restraint, measurable observables of at most quadratic growth are Boltzmann-integrable for a free-energy profile of bounded slope

A free-energy profile `F` on the real line, differentiable and with slope bounded by `M`, is restrained by a spring of stiffness `k` centred at `c`, at inverse temperature `β`, with `β` and `k` positive. The theorem `integrable_mul_weight` states that if `g` is measurable and |g(s)| ≤ A + B(s − c)² for all s, then g(s) exp(−β[F(s) + k(s − c)²/2]) is integrable over the whole line. The Boltzmann factor is unnormalised: it is not divided by its integral. The proof lets half of the spring energy absorb the at most linear growth of `F`, which bounds the integrand by a Gaussian times a quadratic polynomial, a function already known to be integrable.

In Lean, a first try:

```lean
import Mathlib

open MeasureTheory

namespace IntegrableMulWeight

noncomputable section

/-- Boltzmann factor of the free-energy profile `F` with a harmonic restraint of stiffness `k`
centred at `c`, at inverse temperature `β`. -/
def weight (F : ℝ → ℝ) (β k c s : ℝ) : ℝ :=
  Real.exp (-β * (F s + k * (s - c) ^ 2 / 2))

/-- A differentiable function with slope bounded by `M` changes by at most `M` times the
displacement. -/
theorem abs_change_le {F : ℝ → ℝ} {M : ℝ} (hF : Differentiable ℝ F)
    (hM : ∀ s, |deriv F s| ≤ M) (c s : ℝ) : |F s - F c| ≤ M * |s - c| := by
  have h := convex_univ.norm_image_sub_le_of_norm_deriv_le (f := F) (C := M)
    (fun x _ => hF x) (fun x _ => by rw [Real.norm_eq_abs]; exact hM x)
    (Set.mem_univ c) (Set.mem_univ s)
  simpa only [Real.norm_eq_abs] using h

variable {F : ℝ → ℝ} {β k M : ℝ}

/-- For a differentiable profile of bounded slope and `β, k > 0`, every measurable observable of
at most quadratic growth is integrable against the Boltzmann factor of the window. -/
theorem integrable_mul_weight (hβ : 0 < β) (hk : 0 < k) (hF : Differentiable ℝ F)
    (hM : ∀ s, |deriv F s| ≤ M) (c : ℝ) {g : ℝ → ℝ} (hg : Measurable g) {A B : ℝ}
    (hgb : ∀ s, |g s| ≤ A + B * (s - c) ^ 2) :
    Integrable (fun s => g s * weight F β k c s) := by
  have hb : 0 < β * k / 4 := by positivity
  have h0 := (integrable_exp_neg_mul_sq hb).comp_sub_right c
  have h2 : Integrable (fun x : ℝ => x ^ 2 * Real.exp (-(β * k / 4) * x ^ 2)) := by
    have h := integrable_rpow_mul_exp_neg_mul_sq hb (s := 2) (by norm_num)
    simpa only [Real.rpow_two] using h
  have hdom := ((h0.const_mul A).add ((h2.comp_sub_right c).const_mul B)).const_mul
    (Real.exp (β * (M ^ 2 / k - F c)))
  refine hdom.mono' ?_ (Filter.Eventually.of_forall fun s => ?_)
  · have hc := hF.continuous
    have hw : Continuous (fun s => Real.exp (-β * (F s + k * (s - c) ^ 2 / 2))) := by fun_prop
    exact (hg.mul hw.measurable).aestronglyMeasurable
  · -- half of the spring energy absorbs the linear growth of `F`
    have hsq : M * |s - c| ≤ M ^ 2 / k + k * (s - c) ^ 2 / 4 := by
      have h : M ^ 2 / k + k * (s - c) ^ 2 / 4 - M * |s - c| = (k * |s - c| / 2 - M) ^ 2 / k := by
        rw [← sq_abs (s - c)]
        field_simp <;> ring
      have h' : 0 ≤ (k * |s - c| / 2 - M) ^ 2 / k := by positivity
      linarith
    have hw : weight F β k c s ≤
        Real.exp (β * (M ^ 2 / k - F c)) * Real.exp (-(β * k / 4) * (s - c) ^ 2) := by
      rw [weight, ← Real.exp_add]
      apply Real.exp_le_exp.mpr
      have h1 : 0 ≤ F s - F c + (M ^ 2 / k + k * (s - c) ^ 2 / 4) := by
        linarith [neg_abs_le (F s - F c), abs_change_le hF hM c s]
      nlinarith [mul_nonneg hβ.le h1]
    show ‖g s * weight F β k c s‖ ≤ _
    rw [Real.norm_eq_abs, abs_mul, abs_of_pos (Real.exp_pos _ : 0 < weight F β k c s)]
    calc |g s| * weight F β k c s ≤ (A + B * (s - c) ^ 2) *
          (Real.exp (β * (M ^ 2 / k - F c)) * Real.exp (-(β * k / 4) * (s - c) ^ 2)) :=
          mul_le_mul (hgb s) hw (Real.exp_pos _).le ((abs_nonneg _).trans (hgb s))
      _ = _ := by simp only [Pi.add_apply]; ring

end

end IntegrableMulWeight
```

The error:

```
Main.lean:57:35: error: Tactic `rewrite` failed: Did not find an occurrence of the pattern
  |Real.exp (-β * (F s + k * (s - c) ^ 2 / 2))|
in the target expression
  |g s| * |weight F β k c s| ≤
    Real.exp (β * (M ^ 2 / k - F c)) *
      ((fun x => A * Real.exp (-(β * k / 4) * (x - c) ^ 2)) + fun x =>
          B * ((x - c) ^ 2 * Real.exp (-(β * k / 4) * (x - c) ^ 2)))
        s

case refine_2
F : ℝ → ℝ
β k M : ℝ
hβ : 0 < β
hk : 0 < k
hF : Differentiable ℝ F
hM : ∀ (s : ℝ), |deriv F s| ≤ M
c : ℝ
g : ℝ → ℝ
hg : Measurable g
A B : ℝ
hgb : ∀ (s : ℝ), |g s| ≤ A + B * (s - c) ^ 2
hb : 0 < β * k / 4
h0 : Integrable (fun t => Real.exp (-(β * k / 4) * (t - c) ^ 2)) volume
h2 : Integrable (fun x => x ^ 2 * Real.exp (-(β * k / 4) * x ^ 2)) volume
hdom :
  Integrable
    (fun x =>
      Real.exp (β * (M ^ 2 / k - F c)) *
        ((fun x => A * Real.exp (-(β * k / 4) * (x - c) ^ 2)) + fun x =>
            B * ((x - c) ^ 2 * Real.exp (-(β * k / 4) * (x - c) ^ 2)))
          x)
    volume
s : ℝ
hsq : M * |s - c| ≤ M ^ 2 / k + k * (s - c) ^ 2 / 4
hw : weight F β k c s ≤ Real.exp (β * (M ^ 2 / k - F c)) * Real.exp (-(β * k / 4) * (s - c) ^ 2)
⊢ |g s| * |weight F β k c s| ≤
    Real.exp (β * (M ^ 2 / k - F c)) *
      ((fun x => A * Real.exp (-(β * k / 4) * (x - c) ^ 2)) + fun x =>
          B * ((x - c) ^ 2 * Real.exp (-(β * k / 4) * (x - c) ^ 2)))
        s
```

As a diff, the version that Lean accepts:

```diff
@@ -44,5 +44,6 @@
       have h : M ^ 2 / k + k * (s - c) ^ 2 / 4 - M * |s - c| = (k * |s - c| / 2 - M) ^ 2 / k := by
         rw [← sq_abs (s - c)]
-        field_simp <;> ring
+        field_simp
+        ring
       have h' : 0 ≤ (k * |s - c| / 2 - M) ^ 2 / k := by positivity
       linarith
@@ -55,5 +56,6 @@
       nlinarith [mul_nonneg hβ.le h1]
     show ‖g s * weight F β k c s‖ ≤ _
-    rw [Real.norm_eq_abs, abs_mul, abs_of_pos (Real.exp_pos _ : 0 < weight F β k c s)]
+    have hpos : 0 < weight F β k c s := Real.exp_pos _
+    rw [Real.norm_eq_abs, abs_mul, abs_of_pos hpos]
     calc |g s| * weight F β k c s ≤ (A + B * (s - c) ^ 2) *
           (Real.exp (β * (M ^ 2 / k - F c)) * Real.exp (-(β * k / 4) * (s - c) ^ 2)) :=
```

What went wrong. The error says that the last rewrite, with `abs_of_pos`, looked for the absolute value of an explicit `Real.exp (...)`, while the goal contains `|weight F β k c s|`. The two are equal by definition, but `rw` does not unfold an ordinary definition such as `weight` to find its pattern.

The ascription `(Real.exp_pos _ : 0 < weight F β k c s)` was meant to prevent this. It does make Lean check the proof against that type, and so fixes the argument of the exponential, but the term that results is still just `Real.exp_pos` applied to that argument. Its own type speaks of `Real.exp`, and the pattern was taken from there.

The repair first states the positivity as `have hpos : 0 < weight F β k c s`. A local hypothesis keeps the type it was declared with, so `abs_of_pos hpos` rewrites `|weight F β k c s|`, which is in the goal.

The other change, putting `field_simp` and `ring` on separate lines instead of joining them with `<;>`, is mere tidying; no message concerns it.
